# The Takahashi–Imada correction removes the τ⁴ error from a one-slice matrix trace

For the Pauli matrices T = σx and V = σz, the split trace Tr[exp(-τT) exp(-τV)] = 2 cosh²τ exceeds the exact Tr exp(-τ(T+V)) = 2 cosh(√2 τ) by τ⁴/3 + O(τ⁶), and replacing V by V - τ²σx/6 removes the τ⁴ term. The Lean file below proves the corresponding statement for any two complex square matrices of the same finite size.

```lean
import Mathlib

open Asymptotics Filter Topology Matrix
open scoped Matrix.Norms.Operator ComplexOrder

noncomputable section

namespace TakahashiImada

/-- A polynomial of degree at most four in the time step, with coefficients in a complex vector
space. -/
def quartic {E : Type*} [AddCommGroup E] [Module ℂ E] (a b c d e : E) (τ : ℂ) : E :=
  a + τ • b + τ ^ 2 • c + τ ^ 3 • d + τ ^ 4 • e

/-- The exponential series cut off after the fourth power. -/
def expTaylor {R : Type*} [Ring R] [Algebra ℂ R] (X : R) : R :=
  1 + X + (1 / 2 : ℂ) • X ^ 2 + (1 / 6 : ℂ) • X ^ 3 + (1 / 24 : ℂ) • X ^ 4

/-- A quantity equal to `τ ^ k` times a continuous function of `τ` is `O(τ ^ k)` as `τ` tends to
zero. -/
theorem isBigO_of_factor {E : Type*} [NormedAddCommGroup E] [NormedSpace ℂ E] (k : ℕ)
    {f R : ℂ → E} (hR : Continuous R) (h : ∀ τ, f τ = τ ^ k • R τ) :
    f =O[𝓝 0] fun τ : ℂ => τ ^ k := by
  have h1 : R =O[𝓝 0] fun _ : ℂ => (1 : ℂ) := (hR.tendsto 0).isBigO_one ℂ
  have h2 := (isBigO_refl (fun τ : ℂ => τ ^ k) (𝓝 0)).smul h1
  exact h2.congr (fun τ => (h τ).symm) (fun τ => by simp)

/-- Expansions through fourth order in the time step multiply, up to fifth-order errors. -/
theorem quartic_mul {R : Type*} [NormedRing R] [NormedAlgebra ℂ R] {f g : ℂ → R}
    {a₀ a₁ a₂ a₃ a₄ b₀ b₁ b₂ b₃ b₄ : R}
    (hf : (fun τ => f τ - quartic a₀ a₁ a₂ a₃ a₄ τ) =O[𝓝 0] fun τ : ℂ => τ ^ 5)
    (hg : (fun τ => g τ - quartic b₀ b₁ b₂ b₃ b₄ τ) =O[𝓝 0] fun τ : ℂ => τ ^ 5) :
    (fun τ => f τ * g τ - quartic (a₀ * b₀) (a₀ * b₁ + a₁ * b₀)
      (a₀ * b₂ + a₁ * b₁ + a₂ * b₀) (a₀ * b₃ + a₁ * b₂ + a₂ * b₁ + a₃ * b₀)
      (a₀ * b₄ + a₁ * b₃ + a₂ * b₂ + a₃ * b₁ + a₄ * b₀) τ)
      =O[𝓝 0] fun τ : ℂ => τ ^ 5 := by
  have bdd : ∀ a b c d e : R, (fun τ => quartic a b c d e τ) =O[𝓝 0] fun _ : ℂ => (1 : ℂ) := by
    intro a b c d e
    have hc : Continuous fun τ : ℂ => quartic a b c d e τ := by
      unfold quartic
      fun_prop
    exact (hc.tendsto 0).isBigO_one ℂ
  have h5 : (fun τ : ℂ => τ ^ 5) =O[𝓝 0] fun _ : ℂ => (1 : ℂ) :=
    ((continuous_pow 5).tendsto (0 : ℂ)).isBigO_one ℂ
  have hg1 : g =O[𝓝 0] fun _ : ℂ => (1 : ℂ) :=
    ((hg.trans h5).add (bdd b₀ b₁ b₂ b₃ b₄)).congr_left fun τ => sub_add_cancel _ _
  -- the terms of the product of the two polynomials beyond fourth order
  have hp : (fun τ => quartic a₀ a₁ a₂ a₃ a₄ τ * quartic b₀ b₁ b₂ b₃ b₄ τ
      - quartic (a₀ * b₀) (a₀ * b₁ + a₁ * b₀)
      (a₀ * b₂ + a₁ * b₁ + a₂ * b₀) (a₀ * b₃ + a₁ * b₂ + a₂ * b₁ + a₃ * b₀)
      (a₀ * b₄ + a₁ * b₃ + a₂ * b₂ + a₃ * b₁ + a₄ * b₀) τ)
      =O[𝓝 0] fun τ : ℂ => τ ^ 5 := by
    refine isBigO_of_factor 5 (R := fun τ => a₁ * b₄ + a₂ * b₃ + a₃ * b₂ + a₄ * b₁
      + τ • (a₂ * b₄ + a₃ * b₃ + a₄ * b₂) + τ ^ 2 • (a₃ * b₄ + a₄ * b₃)
      + τ ^ 3 • (a₄ * b₄)) (by fun_prop) fun τ => ?_
    simp only [quartic, mul_add, add_mul, smul_mul_assoc, mul_smul_comm]
    module
  have h1 := (hf.mul hg1).congr_right fun τ => mul_one (τ ^ 5)
  have h2 := ((bdd a₀ a₁ a₂ a₃ a₄).mul hg).congr_right fun τ => one_mul (τ ^ 5)
  refine ((h1.add h2).add hp).congr_left fun τ => ?_
  noncomm_ring

/-- The truncated exponential series along `τ Y + τ³ Z`, through fourth order in `τ`. -/
theorem expTaylor_curve {R : Type*} [NormedRing R] [NormedAlgebra ℂ R] (Y Z : R) :
    (fun τ : ℂ => expTaylor (τ • Y + τ ^ 3 • Z) - quartic 1 Y ((1 / 2 : ℂ) • Y ^ 2)
      ((1 / 6 : ℂ) • Y ^ 3 + Z) ((1 / 24 : ℂ) • Y ^ 4 + (1 / 2 : ℂ) • (Y * Z + Z * Y)) τ)
      =O[𝓝 0] fun τ : ℂ => τ ^ 5 := by
  refine isBigO_of_factor 5 (R := fun τ => (τ * (1 / 2)) • Z ^ 2
    + (1 / 6 : ℂ) • (Y ^ 2 * Z + (Y * Z + Z * Y + τ ^ 2 • Z ^ 2) * (Y + τ ^ 2 • Z))
    + (τ * (1 / 24)) • (Y ^ 2 * (Y * Z + Z * Y + τ ^ 2 • Z ^ 2)
      + (Y * Z + Z * Y + τ ^ 2 • Z ^ 2) * Y ^ 2
      + τ ^ 2 • (Y * Z + Z * Y + τ ^ 2 • Z ^ 2) ^ 2)) (by fun_prop) fun τ => ?_
  simp only [expTaylor, quartic, pow_succ, pow_zero, one_mul, mul_add, add_mul,
    smul_mul_assoc, mul_smul_comm, mul_assoc]
  module

variable {n : Type*} [Fintype n] [DecidableEq n]

/-- The matrix exponential along `τ Y + τ³ Z`, through fourth order in `τ`. -/
theorem exp_curve (Y Z : Matrix n n ℂ) :
    (fun τ : ℂ => NormedSpace.exp (τ • Y + τ ^ 3 • Z) - quartic 1 Y ((1 / 2 : ℂ) • Y ^ 2)
      ((1 / 6 : ℂ) • Y ^ 3 + Z) ((1 / 24 : ℂ) • Y ^ 4 + (1 / 2 : ℂ) • (Y * Z + Z * Y)) τ)
      =O[𝓝 0] fun τ : ℂ => τ ^ 5 := by
  have taylor : (fun X : Matrix n n ℂ => NormedSpace.exp X - expTaylor X)
      =O[𝓝 0] fun X => ‖X‖ ^ 5 := by
    have h := (NormedSpace.exp_hasFPowerSeriesAt_zero (𝕂 := ℂ)
      (𝔸 := Matrix n n ℂ)).isBigO_sub_partialSum_pow 5
    refine h.congr_left fun X => ?_
    simp only [zero_add, FormalMultilinearSeries.partialSum, Finset.sum_range_succ,
      Finset.sum_range_zero, NormedSpace.expSeries_apply_eq, expTaylor]
    norm_num [Nat.factorial]
    -- the two exponentials differ only in how the matrix topology is presented
    rfl
  have hX : Tendsto (fun τ : ℂ => τ • Y + τ ^ 3 • Z) (𝓝 0) (𝓝 0) := by
    have hc : Continuous fun τ : ℂ => τ • Y + τ ^ 3 • Z := by fun_prop
    simpa using hc.tendsto 0
  have hlin : (fun τ : ℂ => τ • Y + τ ^ 3 • Z) =O[𝓝 0] fun τ : ℂ => τ ^ 1 :=
    isBigO_of_factor 1 (R := fun τ => Y + τ ^ 2 • Z) (by fun_prop) fun τ => by module
  have h1 := ((taylor.comp_tendsto hX).trans (hlin.norm_left.pow 5)).congr_right
    fun τ => show (τ ^ 1) ^ 5 = τ ^ 5 by ring
  exact (h1.add (expTaylor_curve Y Z)).congr_left fun τ => sub_add_sub_cancel _ _ _

/-- The commutator of two matrices. -/
def bracket (X Y : Matrix n n ℂ) : Matrix n n ℂ := X * Y - Y * X

/-- The number `(Tr T²V² - Tr TVTV) / 12`. -/
def quarticBias (T V : Matrix n n ℂ) : ℂ :=
  (trace (T ^ 2 * V ^ 2) - trace (T * V * T * V)) / 12

/-- One time slice with kinetic part `T` and corrected potential `V + τ² W`. -/
def slice (T V W : Matrix n n ℂ) (τ : ℂ) : Matrix n n ℂ :=
  NormedSpace.exp (-(τ • T)) * NormedSpace.exp (-(τ • (V + τ ^ 2 • W)))

/-- The Takahashi-Imada correction `[V, [T, V]] / 24` to the potential. -/
def correction (T V : Matrix n n ℂ) : Matrix n n ℂ :=
  (1 / 24 : ℂ) • bracket V (bracket T V)

/-- Trace of a split exponential with a cubic correction `Z`, compared with the unsplit one
through fourth order. -/
theorem trace_expansion (A B Z : Matrix n n ℂ) :
    (fun τ : ℂ => trace (NormedSpace.exp (τ • A) * NormedSpace.exp (τ • B + τ ^ 3 • Z))
      - trace (NormedSpace.exp (τ • (A + B))) - τ ^ 3 * trace Z
      - τ ^ 4 * (quarticBias A B + trace ((A + B) * Z))) =O[𝓝 0] fun τ : ℂ => τ ^ 5 := by
  have hd := (quartic_mul (exp_curve A 0) (exp_curve B Z)).sub (exp_curve (A + B) 0)
  have ht := ((LinearMap.toContinuousLinearMap
    (Matrix.traceLinearMap n ℂ ℂ)).isBigO_comp _ _).trans hd
  refine ht.congr_left fun τ => ?_
  change trace _ = _
  -- cyclicity brings every word in A and B to a standard form
  have c (X Y : Matrix n n ℂ) := Matrix.trace_mul_comm X Y
  have h1 : trace (A * (B * A)) = trace (A * (A * B)) := by
    simpa only [mul_assoc] using c (A * B) A
  have h2 : trace (B * (A * A)) = trace (A * (A * B)) := by
    simpa only [mul_assoc] using c B (A * A)
  have h3 : trace (B * (A * B)) = trace (A * (B * B)) := by
    simpa only [mul_assoc] using c B (A * B)
  have h4 : trace (B * (B * A)) = trace (A * (B * B)) := by
    simpa only [mul_assoc] using c (B * B) A
  have k1 : trace (A * (A * (B * A))) = trace (A * (A * (A * B))) := by
    simpa only [mul_assoc] using c (A * A * B) A
  have k2 : trace (A * (B * (A * A))) = trace (A * (A * (A * B))) := by
    simpa only [mul_assoc] using c (A * B) (A * A)
  have k3 : trace (B * (A * (A * A))) = trace (A * (A * (A * B))) := by
    simpa only [mul_assoc] using c B (A * A * A)
  have k4 : trace (A * (B * (B * A))) = trace (A * (A * (B * B))) := by
    simpa only [mul_assoc] using c (A * B * B) A
  have k5 : trace (B * (B * (A * A))) = trace (A * (A * (B * B))) := by
    simpa only [mul_assoc] using c (B * B) (A * A)
  have k6 : trace (B * (A * (A * B))) = trace (A * (A * (B * B))) := by
    simpa only [mul_assoc] using c B (A * A * B)
  have k7 : trace (B * (A * (B * A))) = trace (A * (B * (A * B))) := by
    simpa only [mul_assoc] using c B (A * B * A)
  have k8 : trace (B * (A * (B * B))) = trace (A * (B * (B * B))) := by
    simpa only [mul_assoc] using c B (A * B * B)
  have k9 : trace (B * (B * (A * B))) = trace (A * (B * (B * B))) := by
    simpa only [mul_assoc] using c (B * B) (A * B)
  have k10 : trace (B * (B * (B * A))) = trace (A * (B * (B * B))) := by
    simpa only [mul_assoc] using c (B * B * B) A
  simp only [quartic, quarticBias, smul_zero, add_zero, mul_zero, zero_mul, pow_succ, pow_zero,
    one_mul, mul_one, add_mul, mul_add, smul_mul_assoc, mul_smul_comm, mul_assoc,
    Matrix.trace_add, Matrix.trace_sub, Matrix.trace_smul, smul_eq_mul]
  simp only [h1, h2, h3, h4, k1, k2, k3, k4, k5, k6, k7, k8, k9, k10, c B A, c Z B]
  ring

/-- Bias of the one-slice trace for an arbitrary correction `W` to the potential, through
fourth order in the time step. -/
theorem slice_bias (T V W : Matrix n n ℂ) :
    (fun τ : ℂ => trace (slice T V W τ) - trace (NormedSpace.exp (-(τ • (T + V))))
      + τ ^ 3 * trace W - τ ^ 4 * (quarticBias T V + trace ((T + V) * W)))
      =O[𝓝 0] fun τ : ℂ => τ ^ 5 := by
  refine (trace_expansion (-T) (-V) (-W)).congr_left fun τ => ?_
  have e1 : τ • (-T) = -(τ • T) := smul_neg _ _
  have e2 : τ • (-V) + τ ^ 3 • (-W) = -(τ • (V + τ ^ 2 • W)) := by module
  have e3 : τ • (-T + -V) = -(τ • (T + V)) := by module
  have e4 : (-T + -V) * (-W) = (T + V) * W := by noncomm_ring
  have e5 : quarticBias (-T) (-V) = quarticBias T V := by
    simp only [quarticBias, neg_sq, neg_mul, mul_neg, neg_neg]
  rw [e1, e2, e3, e4, e5, Matrix.trace_neg, slice]
  ring

/-- With the Takahashi-Imada correction, the one-slice trace agrees with
`Tr exp(-τ(T + V))` up to an error of order `τ⁵`. -/
theorem takahashi_imada (T V : Matrix n n ℂ) :
    (fun τ : ℂ => trace (slice T V (correction T V) τ)
      - trace (NormedSpace.exp (-(τ • (T + V))))) =O[𝓝 0] fun τ : ℂ => τ ^ 5 := by
  have c (X Y : Matrix n n ℂ) := Matrix.trace_mul_comm X Y
  have hW : trace (correction T V) = 0 := by
    rw [correction, Matrix.trace_smul, bracket, Matrix.trace_sub, c V, sub_self, smul_zero]
  -- the double commutator cancels the quartic bias
  have hc : quarticBias T V + trace ((T + V) * correction T V) = 0 := by
    have k1 : trace (T * (V * (V * T))) = trace (T * (T * (V * V))) := by
      simpa only [mul_assoc] using c (T * V * V) T
    have k2 : trace (V * (T * (V * V))) = trace (T * (V * (V * V))) := by
      simpa only [mul_assoc] using c V (T * V * V)
    have k3 : trace (V * (V * (T * V))) = trace (T * (V * (V * V))) := by
      simpa only [mul_assoc] using c (V * V) (T * V)
    have k4 : trace (V * (V * (V * T))) = trace (T * (V * (V * V))) := by
      simpa only [mul_assoc] using c (V * V * V) T
    simp only [quarticBias, correction, bracket, pow_two, mul_sub, sub_mul, add_mul,
      mul_smul_comm, mul_assoc, Matrix.trace_add, Matrix.trace_sub, Matrix.trace_smul,
      smul_eq_mul]
    simp only [k1, k2, k3, k4]
    ring
  refine (slice_bias T V (correction T V)).congr_left fun τ => ?_
  rw [hW, hc]
  ring

/-- Without the correction, the bias of the one-slice trace divided by `τ⁴` tends to
`(Tr T²V² - Tr TVTV) / 12`. -/
theorem primitive_limit (T V : Matrix n n ℂ) :
    Tendsto (fun τ : ℂ => (trace (NormedSpace.exp (-(τ • T)) * NormedSpace.exp (-(τ • V)))
      - trace (NormedSpace.exp (-(τ • (T + V))))) / τ ^ 4) (𝓝[≠] 0)
      (𝓝 (quarticBias T V)) := by
  have h := slice_bias T V 0
  simp only [slice, smul_zero, add_zero, mul_zero, Matrix.trace_zero] at h
  have h0 := (h.trans_isLittleO
    (isLittleO_pow_pow (by norm_num : 4 < 5))).tendsto_div_nhds_zero
  have h1 := (h0.mono_left (nhdsWithin_le_nhds (s := {0}ᶜ))).add_const (quarticBias T V)
  rw [zero_add] at h1
  refine h1.congr' ?_
  filter_upwards [self_mem_nhdsWithin] with τ hτ
  have hne : τ ≠ 0 := hτ
  rw [sub_div, mul_div_cancel_left₀ _ (pow_ne_zero 4 hne), sub_add_cancel]

/-- For Hermitian `T` and `V`, the number `(Tr T²V² - Tr TVTV) / 12` vanishes exactly when
`T` and `V` commute. -/
theorem quarticBias_eq_zero_iff {T V : Matrix n n ℂ} (hT : T.IsHermitian)
    (hV : V.IsHermitian) : quarticBias T V = 0 ↔ T * V = V * T := by
  have c (X Y : Matrix n n ℂ) := Matrix.trace_mul_comm X Y
  -- the squared Frobenius norm of the commutator is 24 times the coefficient
  have key : trace ((bracket T V)ᴴ * bracket T V) = 24 * quarticBias T V := by
    have k1 : trace (T * (V * (V * T))) = trace (T * (T * (V * V))) := by
      simpa only [mul_assoc] using c (T * V * V) T
    have k2 : trace (V * (T * (T * V))) = trace (T * (T * (V * V))) := by
      simpa only [mul_assoc] using c V (T * T * V)
    have k3 : trace (V * (T * (V * T))) = trace (T * (V * (T * V))) := by
      simpa only [mul_assoc] using c V (T * V * T)
    simp only [bracket, quarticBias, Matrix.conjTranspose_sub, Matrix.conjTranspose_mul,
      hT.eq, hV.eq, pow_two, mul_sub, sub_mul, mul_assoc, Matrix.trace_sub]
    simp only [k1, k2, k3]
    ring
  constructor
  · intro h
    rw [h, mul_zero] at key
    exact sub_eq_zero.mp (Matrix.trace_conjTranspose_mul_self_eq_zero_iff.mp key)
  · intro h
    have hb : bracket T V = 0 := sub_eq_zero.mpr h
    rw [hb, mul_zero, Matrix.trace_zero] at key
    linear_combination (-1 / 24 : ℂ) * key

end TakahashiImada
```

```lean
#print axioms TakahashiImada.takahashi_imada
#print axioms TakahashiImada.primitive_limit
#print axioms TakahashiImada.quarticBias_eq_zero_iff
```

```
'TakahashiImada.takahashi_imada' depends on axioms: [propext, Classical.choice, Quot.sound]
'TakahashiImada.primitive_limit' depends on axioms: [propext, Classical.choice, Quot.sound]
'TakahashiImada.quarticBias_eq_zero_iff' depends on axioms: [propext, Classical.choice, Quot.sound]
```

## The bias for an arbitrary correction

Let the potential V be changed to V + τ²W, with W any matrix. Write A = -T, B = -V and Z = -W, so that the slice is exp(τA) exp(τB + τ³Z). The second factor expands as

exp(τB + τ³Z) = 1 + τB + τ²B²/2 + τ³(B³/6 + Z) + τ⁴(B⁴/24 + (BZ + ZB)/2) + O(τ⁵).

Multiplying by the series of exp(τA) gives these coefficients:

τ¹: A + B
τ²: A²/2 + AB + B²/2
τ³: A³/6 + A²B/2 + AB²/2 + B³/6 + Z
τ⁴: A⁴/24 + A³B/6 + A²B²/4 + AB³/6 + B⁴/24 + AZ + (BZ + ZB)/2

The exact exponential has the coefficients (A+B)ᵏ/k!. Under the trace, factors may be permuted cyclically, so

Tr (A+B)² = Tr A² + 2 Tr AB + Tr B²
Tr (A+B)³ = Tr A³ + 3 Tr A²B + 3 Tr AB² + Tr B³
Tr (A+B)⁴ = Tr A⁴ + 4 Tr A³B + 4 Tr A²B² + 2 Tr ABAB + 4 Tr AB³ + Tr B⁴.

The traces agree through τ². At τ³ only Tr Z is left over. At τ⁴ the word A²B² has weight 1/4 in the product and 1/6 in the exact trace, while ABAB has weight 0 and 1/12. The difference is therefore (Tr A²B² - Tr ABAB)/12 + Tr (A+B)Z. In terms of T, V and W, with

q = (Tr T²V² - Tr TVTV)/12,

the bias of the slice trace is

-τ³ Tr W + τ⁴[q + Tr (T+V)W] + O(τ⁵).

## Why the double commutator cancels it

Take W = [V,[T,V]]/24 = (2VTV - V²T - TV²)/24. A commutator has zero trace, so the τ³ term vanishes. Cyclicity also gives Tr VW = 0, and

Tr TW = (2 Tr TVTV - 2 Tr T²V²)/24 = -q.

The τ⁴ bracket is then zero. In the Pauli example q = 1/3 and W = -σx/6, so Tr (T+V)W = -1/3.

With W = 0, the bias is qτ⁴ + O(τ⁵), and dividing by τ⁴ gives the limit q. If T and V are Hermitian, their commutator C = [T,V] satisfies

Tr C†C = 2 Tr T²V² - 2 Tr TVTV = 24q.

The left side is the sum of the squared moduli of the entries of C, so q vanishes exactly when T and V commute.

## What the theorems say about a time slice

`T` and `V` are the kinetic and potential parts of a Hamiltonian T + V, represented as `Matrix n n ℂ` over a finite index type. The step `τ` is complex; a positive real value is an imaginary-time step, or an inverse temperature when there is a single slice. `slice T V W τ` is the split Boltzmann factor, `correction T V` is the double commutator with its factor 1/24, and `quarticBias T V` is q.

`slice_bias` states the bias formula for every `W`. `takahashi_imada` bounds the corrected error by a constant times |τ|⁵ near zero, where the constant may depend on the matrices. This bound is not sharp: the τ⁵ term vanishes too, so the error is in fact O(τ⁶), which the Lean file does not prove. The reason is that the trace is unchanged if exp(-τT) is split into two equal halves placed on either side of the potential factor. The logarithm of that symmetric product is odd in τ, its cubic term is [T+V,[T,V]]/24, and its fifth-order term has zero trace, so nothing is left at τ⁵. `primitive_limit` gives the limit for the uncorrected slice, with `𝓝[≠] 0` restricting τ to nonzero values. Only `quarticBias_eq_zero_iff` assumes Hermitian matrices, the usual condition for real energies.

For path-integral Monte Carlo, the result gives the leading bias at high temperature of a partition function computed with one uncorrected slice, in a model with a finite-dimensional state space. With one slice τ is the inverse temperature, so it cannot be made smaller at fixed temperature. The Takahashi–Imada action is normally applied to a chain of many slices at fixed temperature; the trace of such a product is not treated here, nor are the unbounded operators of continuous space. For one particle of mass m in continuous space, with T = p²/(2m) and V a function of position, the correction W is ħ²|∇V|²/(24m), again a function of position. For general matrices it need not be diagonal in the basis where V is: in the Pauli example V is diagonal and W is proportional to σx.

## How the proof follows the expansion

`quartic` holds the five coefficients of a fourth-order expansion, and `expTaylor` is the truncated exponential series. `isBigO_of_factor` turns an explicit factor τᵏ times a continuous function into an order estimate.

`expTaylor_curve` substitutes τY + τ³Z into the truncated series and writes out everything beyond τ⁴ as such a remainder. `exp_curve` adds the tail of the true exponential, which is of order ‖X‖⁵; since X = τY + τ³Z is itself of order τ, this tail is of order τ⁵.

`quartic_mul` justifies multiplying the expansions. If f and g have quartic approximations p and r, then

fg - pr = (f - p)g + p(g - r),

and both terms on the right are O(τ⁵) because g and p are bounded near zero. The part of pr beyond fourth order is handled separately.

`trace_expansion` applies these lemmas to the two factors and to the unsplit exponential, then takes the trace. The equations `h1` to `h4` and `k1` to `k10` are the cyclic permutations used above; once they have brought each word to a standard form, `ring` checks the numerical weights. `slice_bias` restores the minus signs.

In `takahashi_imada`, `hW` is the vanishing trace and `hc` the cancellation at τ⁴. `primitive_limit` sets W = 0 and uses the fact that an O(τ⁵) remainder divided by τ⁴ tends to zero. In the last theorem, `key` is the identity Tr C†C = 24q, from which both directions follow.
